# For a Hermitian overlap and odd truncation order, the charge tr(QS) is at most the number of orbitals

Let \(S\) be the Hermitian overlap matrix of \(N\) orbitals, let \(k\) be odd, and replace the inverse overlap by the truncated series \(Q=\sum_{j=0}^{k}(1-S)^j\). Then

\[
\operatorname{tr}(QS)=N-\operatorname{tr}\big((1-S)^{k+1}\big)\le N ,
\]

and equality holds if and only if \(S=1\). Real symmetric overlaps are a special case.

In orbital minimization for non-interacting electrons, the orbitals are varied without being orthonormalised, and \(Q\) stands in for \(S^{-1}\), so that the overlap need not be inverted. The bound says that at odd order such a variation cannot put more than \(N\) electrons into \(N\) orbitals, counting one electron per orbital. For doubly occupied spatial orbitals, both sides are multiplied by two.

## Overlap, truncated inverse and density matrix

The finite type `n` labels the orbitals, so \(N\) is `Fintype.card n`. The finite type `b` labels the functions of an orthonormal basis in which the orbitals are expanded.

```lean
import Mathlib

open Matrix
open scoped ComplexOrder

namespace OrbitalMinimizationCharge

noncomputable section

variable {n b : Type*} [Fintype n] [DecidableEq n] [Fintype b]
```

If all eigenvalues of \(S\) lie strictly between 0 and 2, the Neumann series \(\sum_{j\ge 0}(1-S)^j\) converges to \(S^{-1}\). Cutting it after the power \(k\) gives \(Q\). For \(k=1\) this is \(Q=2-S\). In the code, `Finset.range (k + 1)` runs over \(j=0,\dots,k\), and the definition accepts any complex square matrix. The charge bound needs neither convergence of the series nor invertibility of \(S\).

```lean
/-- The inverse overlap matrix replaced by its Neumann series up to order `k`:
`Q = ∑ (1 - S)^j` over `j ≤ k`. -/
def invOverlap (k : ℕ) (S : Matrix n n ℂ) : Matrix n n ℂ :=
  ∑ j ∈ Finset.range (k + 1), (1 - S) ^ j
```

Write the orbitals as the columns of a rectangular matrix \(C\), with one row per basis function. Their overlap is \(C^\dagger C\), where \(C^\dagger\) is the conjugate transpose, written `Cᴴ` in Lean. The density matrix is \(C\,Q\,C^\dagger\), with \(Q\) computed from that overlap. With the exact inverse in place of \(Q\), it would be the projector onto the span of linearly independent orbitals.

```lean
/-- The one-particle density matrix `C Q Cᴴ` of orbitals given by the columns of `C`
in an orthonormal basis, with `Q` the truncated inverse of their overlap `Cᴴ C`. -/
def orbitalDensity (k : ℕ) (C : Matrix b n ℂ) : Matrix b b ℂ :=
  C * invOverlap k (Cᴴ * C) * Cᴴ
```

## The geometric sum telescopes

Set \(X=1-S\), so that \(S=1-X\). Then

\[
QS=\sum_{j=0}^{k}X^j(1-X)=\sum_{j=0}^{k}\big(X^j-X^{j+1}\big)=1-X^{k+1}.
\]

Only powers of a single matrix occur, so noncommutativity plays no role. Mathlib's `geom_sum_mul_neg` is this telescoping sum, and the rewrite turns \(1-(1-S)\) back into \(S\).

```lean
/-- The truncated inverse times the overlap is the identity up to a power of `1 - S`. -/
theorem invOverlap_mul (k : ℕ) (S : Matrix n n ℂ) :
    invOverlap k S * S = 1 - (1 - S) ^ (k + 1) := by
  have h := geom_sum_mul_neg (1 - S) (k + 1)
  rw [sub_sub_cancel] at h
  exact h
```

The trace of the \(N\times N\) identity is \(N\), hence

\[
\operatorname{tr}(QS)=N-\operatorname{tr}\big((1-S)^{k+1}\big).
\]

This identity holds for every complex square matrix \(S\) and every order \(k\), odd or even.

```lean
/-- The charge `tr (Q S)` is the number of orbitals minus the trace of `(1 - S)^(k+1)`. -/
theorem charge_identity (k : ℕ) (S : Matrix n n ℂ) :
    trace (invOverlap k S * S) = (Fintype.card n : ℂ) - trace ((1 - S) ^ (k + 1)) := by
  rw [invOverlap_mul, Matrix.trace_sub, Matrix.trace_one]
```

## The missing charge is a sum of squares

For odd \(k\), the exponent \(k+1\) is even. Let \(A\) be Hermitian and put \(B=A^m\). Then \(B\) is Hermitian too, so \(B_{ji}=\overline{B_{ij}}\), and

\[
\operatorname{tr}(A^{m+m})=\operatorname{tr}(BB)=\sum_{i,j}B_{ij}B_{ji}=\sum_{i,j}|B_{ij}|^2 .
\]

The Lean proof first establishes hermiticity of the power, then expands the trace and the matrix product into the double sum, and finally compares the terms one by one. The right-hand side is a real number regarded as a complex one, so the statement also says that the trace is real.

```lean
/-- The trace of an even power of a Hermitian matrix is the sum of the squared moduli
of the entries of the half power. -/
theorem trace_even_power {A : Matrix n n ℂ} (hA : A.IsHermitian) (m : ℕ) :
    trace (A ^ (m + m)) = ((∑ i, ∑ j, ‖(A ^ m) i j‖ ^ 2 : ℝ) : ℂ) := by
  have hB : (A ^ m).IsHermitian := by
    show (A ^ m)ᴴ = A ^ m
    rw [Matrix.conjTranspose_pow, hA.eq]
  rw [pow_add, Matrix.trace, Complex.ofReal_sum]
  refine Finset.sum_congr rfl fun i _ => ?_
  rw [Matrix.diag_apply, Matrix.mul_apply, Complex.ofReal_sum]
  refine Finset.sum_congr rfl fun j _ => ?_
  -- hermiticity turns the product of mirrored entries into a squared modulus
  have hji : (A ^ m) j i = (starRingEnd ℂ) ((A ^ m) i j) := (hB.apply j i).symm
  rw [hji, Complex.mul_conj, Complex.normSq_eq_norm_sq]
```

The equality case needs one more fact: a Hermitian matrix \(A\) with \(A^m=0\) is itself zero. Since \(m<2^m\), also \(A^{2^m}=0\). Now suppose \(A^{2^{p+1}}=0\) and let \(B=A^{2^p}\). Because \(B\) is Hermitian,

\[
B^\dagger B=B^2=A^{2^{p+1}}=0 .
\]

The diagonal entries of \(B^\dagger B\) are the squared norms of the columns of \(B\), so \(B=0\). The exponent has been halved, and repeating the step leads down to \(A^1=0\). The induction on `p` in `key` is this descent, and the last line supplies the starting power \(2^m\).

```lean
/-- A Hermitian matrix with a vanishing power is zero. -/
theorem hermitian_eq_zero_of_pow {A : Matrix n n ℂ} (hA : A.IsHermitian) {m : ℕ}
    (h : A ^ m = 0) : A = 0 := by
  -- halve the exponent `2 ^ p` repeatedly
  have key : ∀ p : ℕ, A ^ (2 ^ p) = 0 → A = 0 := by
    intro p
    induction p with
    | zero => intro h0; simpa using h0
    | succ p ih =>
      intro h0
      apply ih
      have hB : (A ^ (2 ^ p))ᴴ = A ^ (2 ^ p) := by
        rw [Matrix.conjTranspose_pow, hA.eq]
      apply Matrix.conjTranspose_mul_self_eq_zero.1
      rw [hB, ← pow_add, ← two_mul, ← pow_succ']
      exact h0
  exact key m (pow_eq_zero_of_le (Nat.lt_two_pow_self).le h)
```

Write \(k=2r+1\), so that \(k+1=(r+1)+(r+1)\). Since \(1-S\) is Hermitian, the trace formula with \(A=1-S\) and \(m=r+1\) gives

\[
\operatorname{tr}(QS)=N-\sum_{i,j}\Big|\big((1-S)^{r+1}\big)_{ij}\Big|^2 .
\]

For \(k=1\), where \(r=0\), the missing charge is the sum of the squared moduli of the entries of \(1-S\), which is the squared Frobenius distance of the overlap from the identity.

```lean
/-- At odd order `k = 2 r + 1` the charge falls short of the number of orbitals by the sum
of the squared moduli of the entries of `(1 - S)^(r+1)`. -/
theorem charge_deficit {S : Matrix n n ℂ} (hS : S.IsHermitian) (r : ℕ) :
    trace (invOverlap (2 * r + 1) S * S) =
      (((Fintype.card n : ℝ) - ∑ i, ∑ j, ‖((1 - S) ^ (r + 1)) i j‖ ^ 2 : ℝ) : ℂ) := by
  have hA : (1 - S).IsHermitian := Matrix.isHermitian_one.sub hS
  have e : 2 * r + 1 + 1 = (r + 1) + (r + 1) := by ring
  rw [charge_identity, e, trace_even_power hA, Complex.ofReal_sub, Complex.ofReal_natCast]
```

## The bound and its equality case

A sum of squares is nonnegative, so the charge is at most \(N\). If the charge equals \(N\), the sum vanishes and every entry of \((1-S)^{r+1}\) is zero. The previous lemma then gives \(1-S=0\). Conversely, \(S=1\) makes the missing charge zero.

The theorem takes two hypotheses: `hS`, that \(S\) is Hermitian, and `hk`, that \(k\) is odd. Its conclusion has three parts, because a trace of complex matrices is a complex number: the imaginary part of the charge is zero, the real part is at most \(N\), and the real part equals \(N\) exactly when \(S=1\). Positive semidefiniteness of \(S\), which every true overlap matrix has, is not required.

In the proof, `obtain` writes \(k\) as \(2r+1\), and the rewrite with `charge_deficit` replaces the charge by its explicit real value. The inequality then follows by linear arithmetic. For equality, `Finset.sum_eq_zero_iff_of_nonneg` is applied twice, first to the sum over rows and then to the entries of each row.

```lean
/-- For a Hermitian overlap and odd order `k`, the charge `tr (Q S)` is real and at most the number
of orbitals, with equality exactly when `S = 1`. -/
theorem charge_bound {S : Matrix n n ℂ} (hS : S.IsHermitian) {k : ℕ} (hk : Odd k) :
    (trace (invOverlap k S * S)).im = 0 ∧
    (trace (invOverlap k S * S)).re ≤ Fintype.card n ∧
    ((trace (invOverlap k S * S)).re = Fintype.card n ↔ S = 1) := by
  obtain ⟨r, rfl⟩ := hk
  have hd : 0 ≤ ∑ i, ∑ j, ‖((1 - S) ^ (r + 1)) i j‖ ^ 2 :=
    Finset.sum_nonneg fun i _ => Finset.sum_nonneg fun j _ => sq_nonneg _
  rw [charge_deficit hS r, Complex.ofReal_im, Complex.ofReal_re]
  refine ⟨rfl, by linarith, fun h => ?_, fun h => ?_⟩
  · -- no missing charge: every entry of the half power vanishes
    have h0 : ∑ i, ∑ j, ‖((1 - S) ^ (r + 1)) i j‖ ^ 2 = 0 := by linarith
    have hp : (1 - S) ^ (r + 1) = 0 := by
      ext i j
      have h1 := (Finset.sum_eq_zero_iff_of_nonneg
        (fun i _ => Finset.sum_nonneg fun j _ => sq_nonneg _)).1 h0 i (Finset.mem_univ i)
      have h2 := (Finset.sum_eq_zero_iff_of_nonneg
        (fun j _ => sq_nonneg _)).1 h1 j (Finset.mem_univ j)
      simpa using h2
    have hA : (1 - S).IsHermitian := Matrix.isHermitian_one.sub hS
    exact (sub_eq_zero.1 (hermitian_eq_zero_of_pow hA hp)).symm
  · simp [h]
```

The theorem concerns the charge alone. Whether an energy functional built with \(Q\) has its minimum at the electronic ground state is a separate question, which also involves the Hamiltonian.

## Electron number of a set of orbitals

The electron number is the trace of the density matrix. By cyclicity of the trace,

\[
\operatorname{tr}(C\,Q\,C^\dagger)=\operatorname{tr}(Q\,C^\dagger C)=\operatorname{tr}(QS),\qquad S=C^\dagger C .
\]

The matrix \(C^\dagger C\) is always Hermitian, so hermiticity is no longer a hypothesis and \(C\) may be any complex rectangular matrix. At odd order, the electron number is at most \(N\), with equality exactly when \(C^\dagger C=1\), that is, when the orbitals are orthonormal. If there are fewer basis functions than orbitals, orthonormality is impossible and the inequality is strict.

The Lean proof regroups the product, moves \(C\) around the trace with `Matrix.trace_mul_comm`, and applies the last two parts of `charge_bound`.

```lean
/-- At odd order the density matrix built from any set of orbitals holds at most as many
electrons as there are orbitals, with equality exactly when the orbitals are orthonormal. -/
theorem electron_number_bound (C : Matrix b n ℂ) {k : ℕ} (hk : Odd k) :
    (trace (orbitalDensity k C)).re ≤ Fintype.card n ∧
    ((trace (orbitalDensity k C)).re = Fintype.card n ↔ Cᴴ * C = 1) := by
  -- cyclicity of the trace brings the overlap together
  have h : trace (orbitalDensity k C) = trace (invOverlap k (Cᴴ * C) * (Cᴴ * C)) := by
    unfold orbitalDensity
    rw [Matrix.mul_assoc, Matrix.trace_mul_comm C, Matrix.mul_assoc]
  rw [h]
  exact (charge_bound (Matrix.isHermitian_conjTranspose_mul_self C) hk).2
```

The basis is finite and orthonormal here. For a nonorthogonal basis with overlap matrix \(M\), the orbital overlap is \(C^\dagger M C\). It is again Hermitian, so `charge_bound` applies to it directly, although `electron_number_bound` as stated does not.

## Even orders can overfill the orbitals

Take \(S=2\cdot 1\), the overlap of mutually orthogonal orbitals whose squared norm is 2. Then \(1-S=-1\). For even \(k\), the exponent \(k+1\) is odd, and

\[
\operatorname{tr}(QS)=N-\operatorname{tr}\big((-1)^{k+1}\,1\big)=N+N=2N .
\]

As soon as there is at least one orbital, this exceeds \(N\), so the bound fails at every even order. At \(k=0\) the reason is easy to see: \(Q=1\), and the charge is simply the sum of the squared norms of the orbitals.

```lean
/-- At every even order the overlap `S = 2 · 1` gives a charge of twice the number
of orbitals. -/
theorem even_order_overcharge {k : ℕ} (hk : Even k) :
    trace (invOverlap k ((2 : ℂ) • (1 : Matrix n n ℂ)) * ((2 : ℂ) • (1 : Matrix n n ℂ))) =
      2 * (Fintype.card n : ℂ) := by
  have h : (1 : Matrix n n ℂ) - (2 : ℂ) • (1 : Matrix n n ℂ) = -1 := by module
  rw [charge_identity, h, hk.add_one.neg_one_pow, Matrix.trace_neg, Matrix.trace_one]
  ring

end

end OrbitalMinimizationCharge
```

```lean
#print axioms OrbitalMinimizationCharge.charge_bound
#print axioms OrbitalMinimizationCharge.electron_number_bound
#print axioms OrbitalMinimizationCharge.even_order_overcharge
```

```
'OrbitalMinimizationCharge.charge_bound' depends on axioms: [propext, Classical.choice, Quot.sound]
'OrbitalMinimizationCharge.electron_number_bound' depends on axioms: [propext, Classical.choice, Quot.sound]
'OrbitalMinimizationCharge.even_order_overcharge' depends on axioms: [propext, Classical.choice, Quot.sound]
```

## Real matrices as an alternative model

The overlap could also have been modelled as a real symmetric matrix, with entries in `ℝ` and symmetry as the hypothesis. The charge would then be a real number by its type, the statement about the imaginary part would disappear, and the bound would be a plain inequality between real numbers. The price would be generality: complex orbitals, such as Bloch orbitals at a general crystal momentum, in general have complex Hermitian overlaps, to which the real statement would not apply directly. In the complex version, a real symmetric overlap is covered by regarding its entries as complex numbers.
